# A time-even electric dipole operator proportional to spin must vanish

The permanent electric dipole of a particle with spin is a vector operator \(\mathbf D\) acting within one angular-momentum multiplet. There the Wigner–Eckart theorem gives \(\mathbf D=c\,\mathbf J\), where \(\mathbf J\) is the angular momentum and \(c\) is the dipole moment per unit of angular momentum. The question is whether time-reversal symmetry permits \(c\neq 0\).

The states form a complex inner-product space \(V\), of any dimension. The inner product \(\langle x,y\rangle\), written `inner ℂ x y`, is conjugate-linear in \(x\). An observable is a linear map \(A\) on all of \(V\) with \(\langle Ax,y\rangle=\langle x,Ay\rangle\), which is `A.IsSymmetric`; on a finite multiplet this is self-adjointness.

```lean
import Mathlib

open ComplexConjugate
open scoped Matrix

namespace TimeReversalDipole

noncomputable section

variable {V : Type*} [NormedAddCommGroup V] [InnerProductSpace ℂ V]
```

Time reversal is an antilinear map \(\Theta\), so \(\Theta(av)=\bar a\,\Theta v\) for complex \(a\). Lean records this in the type `V →ₛₗ[starRingEnd ℂ] V`. Position, and with it the electric dipole, is unchanged by time reversal, which means \(\Theta A=A\Theta\).

```lean
/-- An operator is time-even if it commutes with the antilinear map `Θ`. -/
def TimeEven (Θ : V →ₛₗ[starRingEnd ℂ] V) (A : V →ₗ[ℂ] V) : Prop :=
  ∀ v, Θ (A v) = A (Θ v)
```

Angular momentum changes sign, \(\Theta A=-A\Theta\).

```lean
/-- An operator is time-odd if it anticommutes with the antilinear map `Θ`. -/
def TimeOdd (Θ : V →ₛₗ[starRingEnd ℂ] V) (A : V →ₗ[ℂ] V) : Prop :=
  ∀ v, Θ (A v) = -A (Θ v)
```

An antiunitary map satisfies \(\langle\Theta x,\Theta y\rangle=\langle y,x\rangle\). The textbook term also requires surjectivity, which is automatic in finite dimension and is not required here.

```lean
/-- An antilinear map is called antiunitary here if it exchanges the two arguments of every
inner product. -/
def Antiunitary (Θ : V →ₛₗ[starRingEnd ℂ] V) : Prop :=
  ∀ x y, inner ℂ (Θ x) (Θ y) = inner ℂ y x
```

## Self-adjointness makes the coefficient real

From here \(J\) and \(D\) denote single operators, such as one component of each vector. Let \(J\neq0\) be self-adjoint and choose \(v\) with \(Jv\neq0\). If \(cJ\) is self-adjoint, then

\[
\bar c\,\langle Jv,Jv\rangle=\langle cJv,Jv\rangle=\langle v,cJJv\rangle=c\,\langle Jv,Jv\rangle ,
\]

and cancelling \(\langle Jv,Jv\rangle\neq0\) gives \(\bar c=c\). Conversely, if \(\bar c=c\), then \(\langle cJx,y\rangle=c\langle Jx,y\rangle=c\langle x,Jy\rangle=\langle x,cJy\rangle\). In the proof, `e` is the displayed relation and `mul_right_cancel₀` does the cancellation.

```lean
/-- A multiple `c J` of a nonzero self-adjoint operator `J` is self-adjoint exactly when
`c` is real. -/
theorem smul_isSymmetric_iff {J : V →ₗ[ℂ] V} (hJ : J.IsSymmetric) (hJ0 : J ≠ 0) (c : ℂ) :
    (c • J).IsSymmetric ↔ conj c = c := by
  constructor
  · intro h
    obtain ⟨v, hv⟩ := DFunLike.ne_iff.mp hJ0
    rw [LinearMap.zero_apply] at hv
    -- compare both sides of the symmetry relation on the pair `v`, `J v`
    have e := h v (J v)
    rw [LinearMap.smul_apply, LinearMap.smul_apply, inner_smul_left, inner_smul_right,
      ← hJ v (J v)] at e
    exact mul_right_cancel₀ (inner_self_ne_zero.mpr hv) e
  · intro h x y
    rw [LinearMap.smul_apply, LinearMap.smul_apply, inner_smul_left, inner_smul_right,
      h, hJ x y]
```

## Time-evenness makes it imaginary

Now let \(J\neq0\) be time-odd and \(\Theta\) injective. With \(Jv\neq0\) as before, injectivity and \(\Theta0=0\) give \(\Theta Jv\neq0\). If \(cJ\) is time-even, then

\[
\bar c\,\Theta Jv=\Theta(cJv)=cJ\Theta v=-c\,\Theta Jv ,
\]

so \((\bar c+c)\,\Theta Jv=0\) and \(\bar c=-c\). Conversely, \(\bar c=-c\) gives \(\Theta(cJv)=-c\,\Theta Jv=cJ\Theta v\) for every \(v\). The displayed sum is `hsum` in the proof. "Purely imaginary" includes zero.

```lean
/-- For an injective antilinear `Θ` and a nonzero time-odd operator `J`, the multiple `c J` is
time-even exactly when `c` is purely imaginary. -/
theorem smul_timeEven_iff {Θ : V →ₛₗ[starRingEnd ℂ] V} (hΘ : Function.Injective Θ)
    {J : V →ₗ[ℂ] V} (hodd : TimeOdd Θ J) (hJ0 : J ≠ 0) (c : ℂ) :
    TimeEven Θ (c • J) ↔ conj c = -c := by
  constructor
  · intro h
    obtain ⟨v, hv⟩ := DFunLike.ne_iff.mp hJ0
    rw [LinearMap.zero_apply] at hv
    have hne : Θ (J v) ≠ 0 := fun h0 => hv (hΘ (by rw [h0, map_zero]))
    have hJΘ : J (Θ v) = -Θ (J v) := by rw [hodd v, neg_neg]
    -- antilinearity conjugates the coefficient, and oddness of `J` supplies the sign
    have e := h v
    rw [LinearMap.smul_apply, LinearMap.smul_apply, map_smulₛₗ, hJΘ] at e
    have hsum : (conj c + c) • Θ (J v) = 0 := by
      rw [add_smul, e, smul_neg, neg_add_cancel]
    exact eq_neg_of_add_eq_zero_left ((smul_eq_zero.mp hsum).resolve_right hne)
  · intro h v
    rw [LinearMap.smul_apply, LinearMap.smul_apply, map_smulₛₗ, h, hodd v, smul_neg,
      neg_smul, neg_neg]
```

## The two conditions leave only zero

If \(D=cJ\) is both self-adjoint and time-even, then \(c=\bar c=-c\). Hence \(2c=0\), so \(c=0\) and \(D=0\).

The hypotheses `hJ`, `hJ0` and `hodd` say that \(J\) is self-adjoint, nonzero and time-odd; `hD` and `heven` say that \(D\) is self-adjoint and time-even. The proportionality `hDJ` is assumed. Nothing is said about the sign of \(\Theta^2\), so integer and half-integer spin are treated alike.

```lean
/-- Let `J` be nonzero, self-adjoint and odd under an injective antilinear `Θ`. If the dipole
`D = c J` is self-adjoint and time-even, then `c` and `D` vanish. -/
theorem no_permanent_dipole {Θ : V →ₛₗ[starRingEnd ℂ] V} (hΘ : Function.Injective Θ)
    {J D : V →ₗ[ℂ] V} {c : ℂ} (hJ : J.IsSymmetric) (hJ0 : J ≠ 0) (hodd : TimeOdd Θ J)
    (hDJ : D = c • J) (hD : D.IsSymmetric) (heven : TimeEven Θ D) :
    c = 0 ∧ D = 0 := by
  subst hDJ
  -- `c` is both real and purely imaginary
  have h1 := (smul_isSymmetric_iff hJ hJ0 c).mp hD
  have h2 := (smul_timeEven_iff hΘ hodd hJ0 c).mp heven
  have h3 : c = -c := h1.symm.trans h2
  have hc : c = 0 := by linear_combination (1 / 2 : ℂ) * h3
  exact ⟨hc, by rw [hc, zero_smul]⟩
```

For vectors, \(D_i=cJ_i\) with the same \(c\) for \(i=0,1,2\), the Lean labels of \(x,y,z\). Some component \(J_k\) is nonzero. The previous result for that component gives \(c=0\), and then \(D_i=0\cdot J_i=0\) for every \(i\).

```lean
/-- Let the components of `J` be self-adjoint and odd under an injective antilinear `Θ`, and not
all zero. If the dipole vector `D = c J` has self-adjoint time-even components, then `c` and
every component of `D` vanish. -/
theorem no_permanent_dipole_vector {Θ : V →ₛₗ[starRingEnd ℂ] V}
    (hΘ : Function.Injective Θ) {J D : Fin 3 → V →ₗ[ℂ] V} {c : ℂ}
    (hJ : ∀ i, (J i).IsSymmetric) (hJ0 : ∃ i, J i ≠ 0) (hodd : ∀ i, TimeOdd Θ (J i))
    (hDJ : ∀ i, D i = c • J i) (hD : ∀ i, (D i).IsSymmetric)
    (heven : ∀ i, TimeEven Θ (D i)) :
    c = 0 ∧ ∀ i, D i = 0 := by
  obtain ⟨k, hk⟩ := hJ0
  have hc := (no_permanent_dipole hΘ (hJ k) hk (hodd k) (hDJ k) (hD k) (heven k)).1
  exact ⟨hc, fun i => by rw [hDJ i, hc, zero_smul]⟩
```

This applies to a real particle with nonzero spin if its level is a single multiplet which time reversal maps to itself and on which \(\mathbf D=c\mathbf J\). For such an isolated multiplet, an observed permanent dipole along the spin would signal a violation of time-reversal symmetry.

## A magnetic moment survives

A magnetic moment \(gJ\) is itself time-odd. Here \(g\) is the full real ratio of moment to angular momentum, not the dimensionless g-factor. Since \(\bar g=g\),

\[
\langle gJx,y\rangle=\langle x,gJy\rangle,\qquad
\Theta(gJv)=g\,\Theta Jv=-gJ\Theta v ,
\]

so both requirements hold for every real \(g\).

```lean
/-- For self-adjoint time-odd `J` and real `g`, the magnetic moment `g J` is self-adjoint and
time-odd. -/
theorem magnetic_moment_allowed {Θ : V →ₛₗ[starRingEnd ℂ] V} {J : V →ₗ[ℂ] V}
    (hJ : J.IsSymmetric) (hodd : TimeOdd Θ J) (g : ℝ) :
    ((g : ℂ) • J).IsSymmetric ∧ TimeOdd Θ ((g : ℂ) • J) := by
  constructor
  · intro x y
    rw [LinearMap.smul_apply, LinearMap.smul_apply, inner_smul_left, inner_smul_right,
      Complex.conj_ofReal, hJ x y]
  · intro v
    rw [LinearMap.smul_apply, LinearMap.smul_apply, map_smulₛₗ, Complex.conj_ofReal,
      hodd v, smul_neg]
```

## Expectation values in the reversed state

For antiunitary \(\Theta\), a time-even \(D\) and a time-odd \(J\), both self-adjoint,

\[
\langle\Theta v,D\Theta v\rangle=\langle\Theta v,\Theta Dv\rangle=\langle Dv,v\rangle=\langle v,Dv\rangle,
\]
\[
\langle\Theta v,J\Theta v\rangle=-\langle\Theta v,\Theta Jv\rangle=-\langle Jv,v\rangle=-\langle v,Jv\rangle .
\]

The vector \(v\) need not be normalised. For \(v\neq0\) the expectation value is \(\langle v,Av\rangle/\langle v,v\rangle\), and \(\Theta\) preserves the denominator, so the same two relations hold for normalised values.

```lean
/-- For every vector `v`, replacing `v` by `Θ v` with `Θ` antiunitary leaves the inner product of
`v` with `D v` unchanged if `D` is self-adjoint and time-even, and reverses the sign of the inner
product of `v` with `J v` if `J` is self-adjoint and time-odd. -/
theorem expectation_reversed {Θ : V →ₛₗ[starRingEnd ℂ] V} (hΘ : Antiunitary Θ)
    {D J : V →ₗ[ℂ] V} (hD : D.IsSymmetric) (heven : TimeEven Θ D)
    (hJ : J.IsSymmetric) (hodd : TimeOdd Θ J) (v : V) :
    inner ℂ (Θ v) (D (Θ v)) = inner ℂ v (D v) ∧
      inner ℂ (Θ v) (J (Θ v)) = -inner ℂ v (J v) := by
  constructor
  · rw [← heven v, hΘ v (D v)]
    exact hD v v
  · have hJΘ : J (Θ v) = -Θ (J v) := by rw [hodd v, neg_neg]
    rw [hJΘ, inner_neg_right, hΘ v (J v), hJ v v]
```

Antiunitarity also supplies the injectivity used above. If \(\Theta x=\Theta y\), then \(0=\langle\Theta(x-y),\Theta(x-y)\rangle=\langle x-y,x-y\rangle\), so \(x=y\).

```lean
/-- An antiunitary map is injective. -/
theorem Antiunitary.injective {Θ : V →ₛₗ[starRingEnd ℂ] V} (hΘ : Antiunitary Θ) :
    Function.Injective Θ := by
  intro x y h
  have e := hΘ (x - y) (x - y)
  rw [map_sub, h, sub_self, inner_zero_left] at e
  exact sub_eq_zero.mp (inner_self_eq_zero.mp e.symm)
```

## Spin one-half

For a spinor with spin-up amplitude \(a\) and spin-down amplitude \(b\), take \(\Theta(a,b)=(-\bar b,\bar a)\).

```lean
/-- Time reversal of a spin one-half: `(a, b)` goes to `(-b*, a*)`. -/
def spinReversal :
    EuclideanSpace ℂ (Fin 2) →ₛₗ[starRingEnd ℂ] EuclideanSpace ℂ (Fin 2) where
  toFun v := !₂[-conj (v 1), conj (v 0)]
  map_add' x y := by
    ext i
    fin_cases i <;> simp
    ring
  map_smul' c x := by
    ext i
    fin_cases i <;> simp
```

The spin matrices are half the Pauli matrices, with \(\hbar=1\):

\[
S_0=\tfrac12\begin{pmatrix}0&1\\1&0\end{pmatrix},\quad
S_1=\tfrac12\begin{pmatrix}0&-i\\i&0\end{pmatrix},\quad
S_2=\tfrac12\begin{pmatrix}1&0\\0&-1\end{pmatrix}.
\]

```lean
/-- The three spin one-half matrices, in units of the reduced Planck constant. -/
def spinMatrix : Fin 3 → Matrix (Fin 2) (Fin 2) ℂ :=
  ![!![0, 1 / 2; 1 / 2, 0], !![0, -Complex.I / 2; Complex.I / 2, 0],
    !![1 / 2, 0; 0, -1 / 2]]
```

They act on spinors by matrix multiplication. The expression `spin 2` denotes the \(z\) component \(S_2\), not a particle of spin two.

```lean
/-- The spin one-half operators, acting on two-component spinors. -/
def spin (i : Fin 3) : EuclideanSpace ℂ (Fin 2) →ₗ[ℂ] EuclideanSpace ℂ (Fin 2) where
  toFun v := WithLp.toLp 2 (spinMatrix i *ᵥ v.ofLp)
  map_add' x y := by
    ext k
    fin_cases k <;> simp [Matrix.mulVec, dotProduct, Fin.sum_univ_two] <;> ring
  map_smul' c x := by
    ext k
    fin_cases k <;> simp [Matrix.mulVec, dotProduct, Fin.sum_univ_two] <;> ring
```

Antiunitarity follows from \(\langle\Theta x,\Theta y\rangle=x_1\bar y_1+x_0\bar y_0=\langle y,x\rangle\). The matrices are Hermitian, so the operators are self-adjoint. For time-oddness, apply \(\Theta\) after each \(S_i\):

\[
\begin{aligned}
\Theta S_0(a,b)&=\tfrac12(-\bar a,\bar b)=-S_0\Theta(a,b),\\
\Theta S_1(a,b)&=\tfrac i2(\bar a,\bar b)=-S_1\Theta(a,b),\\
\Theta S_2(a,b)&=\tfrac12(\bar b,\bar a)=-S_2\Theta(a,b).
\end{aligned}
\]

Finally, \(S_2(1,0)=(\tfrac12,0)\neq0\). Lean makes the same checks entry by entry: `fin_cases` runs through the components, and `simp` and `ring` do the algebra.

```lean
/-- Spin one-half time reversal is antiunitary, and the three spin operators are self-adjoint
and time-odd, with nonzero third component. -/
theorem spin_half_witness :
    Antiunitary spinReversal ∧ (∀ i, (spin i).IsSymmetric) ∧
      (∀ i, TimeOdd spinReversal (spin i)) ∧ spin 2 ≠ 0 := by
  have h2 : (starRingEnd ℂ) 2 = 2 := by apply Complex.ext <;> simp
  refine ⟨?_, ?_, ?_, ?_⟩
  · intro x y
    simp [spinReversal, PiLp.inner_apply, Fin.sum_univ_two]
    ring
  · intro i x y
    fin_cases i <;>
      simp [spin, spinMatrix, PiLp.inner_apply, dotProduct,
        Fin.sum_univ_two, h2] <;> ring
  · intro i v
    ext k
    fin_cases i <;> fin_cases k <;>
      simp [spinReversal, spin, spinMatrix, dotProduct,
        Fin.sum_univ_two, h2, -mul_eq_mul_left_iff, -mul_eq_mul_right_iff] <;> ring
  · intro h
    -- the third component does not annihilate the spin-up state
    have e := congrArg (fun A : EuclideanSpace ℂ (Fin 2) →ₗ[ℂ] EuclideanSpace ℂ (Fin 2) =>
      (A !₂[1, 0]) 0) h
    simp [spin, spinMatrix, dotProduct, Fin.sum_univ_two] at e

end

end TimeReversalDipole
```

The same spinors show what fails if \(D\) is not required to be self-adjoint. Take \(D=iS_2\), so \(c=i\). Then

\[
\Theta D(a,b)=-\tfrac i2(\bar b,\bar a)=D\Theta(a,b),
\]

so \(D\) is time-even, proportional to the spin and nonzero. Its eigenvalues \(\pm i/2\) are imaginary, so it does not represent a measurable dipole.

```lean
#print axioms TimeReversalDipole.smul_timeEven_iff
-- 'TimeReversalDipole.smul_timeEven_iff' depends on axioms: [propext, Classical.choice, Quot.sound]
#print axioms TimeReversalDipole.no_permanent_dipole_vector
-- 'TimeReversalDipole.no_permanent_dipole_vector' depends on axioms: [propext, Classical.choice, Quot.sound]
#print axioms TimeReversalDipole.expectation_reversed
-- 'TimeReversalDipole.expectation_reversed' depends on axioms: [propext, Classical.choice, Quot.sound]
#print axioms TimeReversalDipole.Antiunitary.injective
-- 'TimeReversalDipole.Antiunitary.injective' depends on axioms: [propext, Classical.choice, Quot.sound]
```
